# Time correlations of a stationary finite Markov chain form a positive semidefinite matrix, with or without detailed balance

For a finite Markov chain in discrete time with a stationary weight, the matrix of time correlations of any real observable over any finite window is positive semidefinite. If the weight is a normalised probability, the finite-window Green-Kubo variance, with the squared mean subtracted, is nonnegative. Neither statement needs detailed balance, so both cover driven steady states.

For a finite-state, discrete-time model of a simulation, this gives a consistency condition on exact correlation functions. Correlations estimated from noisy data, continuous time and the infinite-window limit that defines a Green-Kubo transport coefficient are not treated.

## States, averages and stationarity

The states x form a finite set S. An observable is a real function on S, and its average with weights w is

⟨g⟩_w = Σₓ w(x) g(x).

```lean
import Mathlib

open Matrix Finset

namespace StationaryCorrelation

noncomputable section

variable {S : Type*} [Fintype S]

/-- The average of an observable `f` over states with weights `w`. -/
def average (w f : S → ℝ) : ℝ := ∑ x, w x * f x
```

The entry P(x,y) is the probability of a step from x to y. Acting on an observable,

(Pg)(x) = Σ_y P(x,y) g(y)

is the expected value of g one step later, given the present state x. `IsStationary` collects the hypotheses: nonnegative entries, rows that sum to 1, a nonnegative weight π, and invariance of π under a step. Physically, invariance means that the ensemble has settled into a steady state, in which currents may still flow. The field `rate_nonneg` concerns these step probabilities, not rates per unit time. Normalisation of π is not included.

```lean
/-- `P` is a row-stochastic transition matrix and `π` a nonnegative weight that it
leaves invariant. -/
structure IsStationary (P : Matrix S S ℝ) (π : S → ℝ) : Prop where
  rate_nonneg : ∀ x y, 0 ≤ P x y
  row_sum : ∀ x, ∑ y, P x y = 1
  weight_nonneg : ∀ x, 0 ≤ π x
  invariant : ∀ y, ∑ x, π x * P x y = π y
```

## (a) The square of an average

Let w be nonnegative with total weight 1. Show that

⟨v⟩_w² ≤ ⟨v²⟩_w.

**Solution.** Put m = ⟨v⟩_w. The variance about m is nonnegative:

0 ≤ Σₓ w(x) (v(x) − m)² = ⟨v²⟩_w − 2m⟨v⟩_w + m² = ⟨v²⟩_w − m².

In the code, `e` expands the square for arbitrary m, `h0` states the nonnegativity, and `nlinarith` rearranges.

```lean
/-- The square of an average over a probability distribution is at most the average
of the square. -/
theorem sq_average_le (w v : S → ℝ) (hw : ∀ x, 0 ≤ w x) (h1 : ∑ x, w x = 1) :
    average w v * average w v ≤ average w (fun x => v x * v x) := by
  have e : ∀ m : ℝ, ∑ x, w x * (v x - m) ^ 2
      = average w (fun x => v x * v x) - 2 * m * average w v + m ^ 2 * ∑ x, w x := by
    intro m
    simp only [average, Finset.mul_sum, ← Finset.sum_sub_distrib, ← Finset.sum_add_distrib]
    exact Finset.sum_congr rfl fun x _ => by ring
  -- the variance about the mean is nonnegative
  have h0 : 0 ≤ ∑ x, w x * (v x - average w v) ^ 2 :=
    Finset.sum_nonneg fun x _ => mul_nonneg (hw x) (sq_nonneg _)
  rw [e, h1] at h0
  nlinarith
```

## (b) One step in the steady state

Show that a step leaves the stationary average unchanged:

⟨Pg⟩_π = ⟨g⟩_π.

**Solution.** Exchange the sums and use invariance:

Σₓ π(x) Σ_y P(x,y) g(y) = Σ_y [Σₓ π(x) P(x,y)] g(y) = Σ_y π(y) g(y).

The exchange is `Finset.sum_comm`; the bracket is replaced through `h.invariant`.

```lean
/-- One step of the dynamics leaves the stationary average of an observable unchanged. -/
theorem average_mulVec {P : Matrix S S ℝ} {π : S → ℝ} (h : IsStationary P π) (g : S → ℝ) :
    average π (P *ᵥ g) = average π g := by
  simp only [average, Matrix.mulVec, dotProduct, Finset.mul_sum]
  rw [Finset.sum_comm]
  refine Finset.sum_congr rfl fun y _ => ?_
  rw [← h.invariant y, Finset.sum_mul]
  exact Finset.sum_congr rfl fun x _ => by ring
```

## (c) Contraction of the mean square

Show that

⟨(Pv)²⟩_π ≤ ⟨v²⟩_π.

**Solution.** Each row of P is a probability distribution, so (a) gives

(Pv)(x)² ≤ (P(v²))(x).

Multiply by π(x) ≥ 0 and sum over x. The right side becomes ⟨P(v²)⟩_π, which equals ⟨v²⟩_π by (b). The proof takes these steps in reverse order, first rewriting the right side with (b) and then comparing term by term.

```lean
/-- The transition matrix does not increase the stationary mean square of an observable. -/
theorem average_sq_mulVec_le {P : Matrix S S ℝ} {π : S → ℝ} (h : IsStationary P π)
    (v : S → ℝ) :
    average π (fun x => (P *ᵥ v) x * (P *ᵥ v) x) ≤ average π (fun x => v x * v x) := by
  rw [← average_mulVec h (fun x => v x * v x)]
  exact Finset.sum_le_sum fun x _ => mul_le_mul_of_nonneg_left
    (sq_average_le (P x) v (h.rate_nonneg x) (h.row_sum x)) (h.weight_nonneg x)
```

## Correlations and forecasts

The correlation at lag k is

C(k) = ⟨f · Pᵏf⟩_π.

```lean
variable [DecidableEq S]

/-- The time correlation `⟨f, P^k f⟩_π` of the observable `f` at lag `k`. -/
def corr (P : Matrix S S ℝ) (π f : S → ℝ) (k : ℕ) : ℝ :=
  average π (fun x => f x * (P ^ k *ᵥ f) x)
```

Times in a window of length n are s, t = 0, …, n−1, the elements of `Fin n`. The lag |s − t| is computed in the integers, because subtraction of natural numbers would return 0 whenever s < t.

```lean
/-- The time lag `|s - t|`. -/
def lag (s t : ℕ) : ℕ := ((s : ℤ) - (t : ℤ)).natAbs
```

The correlation matrix has entries C(|s − t|).

```lean
/-- The `n` by `n` Toeplitz matrix of time correlations. -/
def correlationMatrix (P : Matrix S S ℝ) (π f : S → ℝ) (n : ℕ) : Matrix (Fin n) (Fin n) ℝ :=
  Matrix.of fun s t => corr P π f (lag s t)
```

For real weights a(s), its quadratic form is

Qₙ(a) = Σₛ Σₜ a(s) a(t) C(|s − t|).

```lean
/-- The double sum of correlations over a time window with weights `a`. -/
def windowMoment (P : Matrix S S ℝ) (π f : S → ℝ) {n : ℕ} (a : Fin n → ℝ) : ℝ :=
  ∑ s, ∑ t, a s * a t * corr P π f (lag s t)
```

The forecast is the expected weighted sum of the signal, given the state at time 0:

v_a = Σₛ a(s) Pˢf.

```lean
/-- The expected weighted sum of the signal over the window, as a function of the
initial state. -/
def forecast (P : Matrix S S ℝ) (f : S → ℝ) {n : ℕ} (a : Fin n → ℝ) : S → ℝ :=
  ∑ s, a s • (P ^ (s : ℕ) *ᵥ f)
```

## (d) Delaying a forecast

For weights b on a window of length n, show that

P v_b = Σₛ b(s) Pˢ⁺¹f.

**Solution.** P is linear, so it passes through the sum and the coefficients, and P Pˢ = Pˢ⁺¹. The code treats P as the linear map `P.mulVecLin` and applies `map_sum`.

```lean
/-- Applying the transition matrix to a forecast delays every signal in it by one step. -/
theorem mulVec_forecast (P : Matrix S S ℝ) (f : S → ℝ) {n : ℕ} (b : Fin n → ℝ) :
    P *ᵥ forecast P f b = ∑ s, b s • (P ^ ((s : ℕ) + 1) *ᵥ f) := by
  have h := map_sum P.mulVecLin (fun s : Fin n => b s • (P ^ (s : ℕ) *ᵥ f)) Finset.univ
  simp only [Matrix.mulVecLin_apply, Matrix.mulVec_smul, Matrix.mulVec_mulVec,
    ← pow_succ'] at h
  exact h
```

## (e) Splitting off the first time

Let a be weights on a window of length n+1, and let a′(s) = a(s+1) be the weights of the later times. Show that

Qₙ₊₁(a) = a(0)² C(0) + 2a(0) Σₛ a(s+1) C(s+1) + Qₙ(a′),

with s = 0, …, n−1 in the sum.

**Solution.** Sort the pairs of times. The pair (0,0) gives the first term. The pairs (0,s+1) and (s+1,0) both have lag s+1 and together give the second. The pairs (s+1,t+1) have lag |s − t| and give the third. The facts `l0` to `l3` are these four lags, and `Fin.sum_univ_succ` separates time 0 from the rest.

```lean
/-- The double sum over a window splits into the first time, its correlations with all
later times, and the double sum over the later times. -/
theorem windowMoment_succ (P : Matrix S S ℝ) (π f : S → ℝ) {n : ℕ} (a : Fin (n + 1) → ℝ) :
    windowMoment P π f a = a 0 ^ 2 * corr P π f 0
      + 2 * a 0 * ∑ s : Fin n, a s.succ * corr P π f ((s : ℕ) + 1)
      + windowMoment P π f (fun s : Fin n => a s.succ) := by
  have l0 : lag 0 0 = 0 := by simp [lag]
  have l1 : ∀ t, lag 0 (t + 1) = t + 1 := fun t => by unfold lag; omega
  have l2 : ∀ s, lag (s + 1) 0 = s + 1 := fun s => by unfold lag; omega
  have l3 : ∀ s t, lag (s + 1) (t + 1) = lag s t := fun s t => by unfold lag; omega
  have e1 : ∑ t : Fin n, a 0 * a t.succ * corr P π f ((t : ℕ) + 1)
      = a 0 * ∑ s : Fin n, a s.succ * corr P π f ((s : ℕ) + 1) := by
    rw [Finset.mul_sum]
    exact Finset.sum_congr rfl fun t _ => by ring
  have e2 : ∑ t : Fin n, a t.succ * a 0 * corr P π f ((t : ℕ) + 1)
      = a 0 * ∑ s : Fin n, a s.succ * corr P π f ((s : ℕ) + 1) := by
    rw [Finset.mul_sum]
    exact Finset.sum_congr rfl fun t _ => by ring
  simp only [windowMoment, Fin.sum_univ_succ, Fin.val_zero, Fin.val_succ, l0, l1, l2, l3,
    Finset.sum_add_distrib]
  rw [e1, e2]
  ring
```

## (f) The forecast bounds the quadratic form from below

Show that for every window length n

⟨v_a²⟩_π ≤ Qₙ(a).

**Solution.** Use induction on n. For n = 0 both sides vanish. For a window of length n+1, put u = P v_{a′}. By (d), v_a = a(0) f + u, hence

⟨v_a²⟩_π = a(0)² ⟨f²⟩_π + 2a(0) ⟨f u⟩_π + ⟨u²⟩_π.

Here ⟨f²⟩_π = C(0), and (d) gives ⟨f u⟩_π = Σₛ a(s+1) C(s+1). By (c) and the induction hypothesis,

⟨u²⟩_π ≤ ⟨v_{a′}²⟩_π ≤ Qₙ(a′).

Insert this and compare with (e).

The trap here is to write an equality, as if C(|s − t|) were ⟨Pˢf · Pᵗf⟩_π. At s = t = 1 the first is ⟨f²⟩_π and the second is ⟨(Pf)²⟩_π, which is in general smaller. A random step can lose information about the signal, and the inequality allows for that loss. For a deterministic cycle such as the one in (i), nothing is lost and the two agree.

The proof turns on how `induction n` treats the weights. The type of `a` is `Fin n → ℝ`, which depends on n, so Lean generalises `a` automatically. The hypothesis `ih` therefore holds for all weights on the shorter window and can be applied to `fun s : Fin n => a s.succ`, which is a′. With the weights held fixed, the induction would have nothing to say about a′. In the step, `hv` is the recursion for v_a, `hc` the cross term and `e` the expanded square; `rw` substitutes them, and `linarith` finishes with the two inequalities.

```lean
/-- The stationary mean square of the forecast is a lower bound for the double sum of
correlations over the window. -/
theorem forecast_sq_le_windowMoment {P : Matrix S S ℝ} {π : S → ℝ} (h : IsStationary P π)
    (f : S → ℝ) {n : ℕ} (a : Fin n → ℝ) :
    average π (fun x => forecast P f a x * forecast P f a x) ≤ windowMoment P π f a := by
  induction n with
  | zero => simp [windowMoment, forecast, average]
  | succ n ih =>
    have h1 := average_sq_mulVec_le h (forecast P f (fun s : Fin n => a s.succ))
    have h2 := ih (fun s : Fin n => a s.succ)
    -- the forecast obeys a backward recursion in time
    have hv : forecast P f a = a 0 • f + P *ᵥ forecast P f (fun s : Fin n => a s.succ) := by
      rw [mulVec_forecast]
      simp [forecast, Fin.sum_univ_succ]
    have hc : ∑ s : Fin n, a s.succ * corr P π f ((s : ℕ) + 1) = average π
        (fun x => f x * (P *ᵥ forecast P f (fun s : Fin n => a s.succ)) x) := by
      rw [mulVec_forecast]
      simp only [corr, average, Finset.sum_apply, Pi.smul_apply, smul_eq_mul, Finset.mul_sum]
      rw [Finset.sum_comm]
      exact Finset.sum_congr rfl fun x _ => Finset.sum_congr rfl fun s _ => by ring
    have h0 : corr P π f 0 = average π (fun x => f x * f x) := by simp [corr]
    have e : ∀ u : S → ℝ, average π (fun x => (a 0 • f + u) x * (a 0 • f + u) x)
        = a 0 ^ 2 * average π (fun x => f x * f x)
          + 2 * a 0 * average π (fun x => f x * u x) + average π (fun x => u x * u x) := by
      intro u
      simp only [average, Pi.add_apply, Pi.smul_apply, smul_eq_mul, Finset.mul_sum,
        ← Finset.sum_add_distrib]
      exact Finset.sum_congr rfl fun x _ => by ring
    rw [windowMoment_succ, hc, h0, hv, e]
    linarith
```

## (g) Positive semidefiniteness

Show that the correlation matrix is symmetric and that, for every n and all real weights a,

Qₙ(a) ≥ 0.

**Solution.** Symmetry follows from |s − t| = |t − s|. By (f), Qₙ(a) ≥ ⟨v_a²⟩_π, and the right side is a sum of squares with nonnegative weights. Mathlib's `PosSemidef` requires both properties, and the two bullets of the proof supply them. The total weight of π plays no role.

```lean
/-- For a stationary finite Markov chain, the Toeplitz matrix of time correlations of a
real observable is positive semidefinite for every window length. -/
theorem correlationMatrix_posSemidef {P : Matrix S S ℝ} {π : S → ℝ} (h : IsStationary P π)
    (f : S → ℝ) (n : ℕ) : (correlationMatrix P π f n).PosSemidef := by
  refine Matrix.PosSemidef.of_dotProduct_mulVec_nonneg ?_ fun a => ?_
  · ext s t
    have hl : lag t s = lag s t := by unfold lag; omega
    simp [correlationMatrix, hl]
  · have e : star a ⬝ᵥ correlationMatrix P π f n *ᵥ a = windowMoment P π f a := by
      simp only [dotProduct, Matrix.mulVec, correlationMatrix, Matrix.of_apply, windowMoment,
        Pi.star_apply, star_trivial, Finset.mul_sum]
      exact Finset.sum_congr rfl fun s _ => Finset.sum_congr rfl fun t _ => by ring
    rw [e]
    exact le_trans (Finset.sum_nonneg fun x _ =>
      mul_nonneg (h.weight_nonneg x) (mul_self_nonneg _)) (forecast_sq_le_windowMoment h f a)
```

## (h) The finite-window Green-Kubo variance

Let π have total weight 1. Show that

n C(0) + 2 Σₖ (n − (k+1)) C(k+1) − (n⟨f⟩_π)² ≥ 0,

where k runs over 0 ≤ k < n.

**Solution.** Set all weights to 1. Lag 0 occurs n times in the double sum, and lag k+1 occurs n − (k+1) times in each order, so the first two terms are Qₙ(1). Repeated use of (b) gives ⟨Pˢf⟩_π = ⟨f⟩_π, so the forecast v has average n⟨f⟩_π. Then (a), with w = π, and (f) give

(n⟨f⟩_π)² = ⟨v⟩_π² ≤ ⟨v²⟩_π ≤ Qₙ(1).

In the code, `hw` does the counting by induction with (e), and `hk` and `hm` compute the mean. The expression is the variance of the signal summed over n steps of the stationary chain; the theorem is stated in terms of correlations, without a probability space of trajectories.

```lean
/-- For a stationary probability `π`, the Green-Kubo variance over a window of `n` steps,
with the squared mean subtracted, is nonnegative. -/
theorem greenKubo_variance_nonneg {P : Matrix S S ℝ} {π : S → ℝ} (h : IsStationary P π)
    (hπ : ∑ x, π x = 1) (f : S → ℝ) (n : ℕ) :
    0 ≤ n * corr P π f 0 + 2 * ∑ k ∈ range n, ((n : ℝ) - (k + 1)) * corr P π f (k + 1)
      - (n * average π f) ^ 2 := by
  -- collect the double sum by time lag
  have hw : ∀ m : ℕ, windowMoment P π f (fun _ : Fin m => (1 : ℝ)) = m * corr P π f 0
      + 2 * ∑ k ∈ range m, ((m : ℝ) - (k + 1)) * corr P π f (k + 1) := by
    intro m
    induction m with
    | zero => simp [windowMoment]
    | succ m ih =>
      have hs := windowMoment_succ P π f (fun _ : Fin (m + 1) => (1 : ℝ))
      simp only [one_mul, one_pow, mul_one] at hs
      rw [Fin.sum_univ_eq_sum_range (fun k => corr P π f (k + 1)) m] at hs
      have e : ∑ k ∈ range m, (((m + 1 : ℕ) : ℝ) - (k + 1)) * corr P π f (k + 1)
          = ∑ k ∈ range m, ((m : ℝ) - (k + 1)) * corr P π f (k + 1)
            + ∑ k ∈ range m, corr P π f (k + 1) := by
        rw [← Finset.sum_add_distrib]
        exact Finset.sum_congr rfl fun k _ => by push_cast; ring
      rw [hs, ih, Finset.sum_range_succ, e]
      push_cast
      ring
  have hk : ∀ k : ℕ, average π (P ^ k *ᵥ f) = average π f := by
    intro k
    induction k with
    | zero => simp
    | succ k ih => rw [pow_succ', ← Matrix.mulVec_mulVec, average_mulVec h, ih]
  -- the forecast has mean n times the mean of f
  have hm : average π (forecast P f (fun _ : Fin n => (1 : ℝ))) = n * average π f := by
    have e : average π (forecast P f (fun _ : Fin n => (1 : ℝ)))
        = ∑ s : Fin n, average π (P ^ (s : ℕ) *ᵥ f) := by
      simp only [average, forecast, one_smul, Finset.sum_apply, Finset.mul_sum]
      rw [Finset.sum_comm]
    rw [e]
    simp [hk]
  have h1 := sq_average_le π (forecast P f (fun _ : Fin n => (1 : ℝ))) h.weight_nonneg hπ
  have h2 := forecast_sq_le_windowMoment h f (fun _ : Fin n => (1 : ℝ))
  rw [hm] at h1
  rw [hw n] at h2
  nlinarith
```

## (i) A driven cycle

A three-state system steps 0 → 1 → 2 → 0 with certainty. Show that the uniform distribution π = 1/3 is stationary, that detailed balance fails, and that f = (1, −1, 0) has

C(1) = −1/3.

```lean
/-- The driven three-state cycle `0 → 1 → 2 → 0`. -/
def cycle : Matrix (Fin 3) (Fin 3) ℝ := !![0, 1, 0; 0, 0, 1; 1, 0, 0]
```

**Solution.** Every row and every column of P contains a single 1, so the rows sum to 1 and π is invariant. Detailed balance fails because π(0)P(0,1) = 1/3 while π(1)P(1,0) = 0. Finally Pf = (−1, 0, 1), so C(1) = (1/3)(−1 + 0 + 0). A positive semidefinite correlation matrix can thus have negative entries. The proof checks the states case by case.

```lean
/-- The driven cycle is stationary under the uniform distribution, violates detailed
balance, and has an observable with a negative correlation at lag one. -/
theorem cycle_witness : IsStationary cycle (fun _ => 1 / 3) ∧
    (1 / 3 : ℝ) * cycle 0 1 ≠ 1 / 3 * cycle 1 0 ∧
    corr cycle (fun _ => 1 / 3) ![1, -1, 0] 1 = -1 / 3 := by
  refine ⟨⟨?_, ?_, ?_, ?_⟩, ?_, ?_⟩
  · intro x y
    fin_cases x <;> fin_cases y <;> simp [cycle]
  · intro x
    fin_cases x <;> simp [cycle, Fin.sum_univ_succ]
  · intro x
    norm_num
  · intro y
    fin_cases y <;> simp [cycle, Fin.sum_univ_succ]
  · simp [cycle]
  · norm_num [corr, average, cycle, Matrix.mulVec, dotProduct, Fin.sum_univ_succ]
```

## (j) Starting away from the steady state

A two-state chain moves to state 1 and stays there. Put all initial weight on state 0 and take f = (1, 2). Show that the weights a = (1, −1) give

Q₂(a) = −2.

**Solution.** Only state 0 contributes, so C(0) = 1 and C(1) = 1 · 2 = 2. Hence Q₂(a) = 1 − 2 − 2 + 1 = −2. Of the conditions in `IsStationary`, only invariance fails, since one step carries the weight (1, 0) to (0, 1). The proof evaluates the quadratic form at this a and reaches a contradiction.

The matrix with entries C(|s − t|) is then not the matrix of true two-time averages of the signal. It has C(0) = 1 at s = t = 1, where the signal is 2 and its mean square is 4. The true averages, with rows (1, 2) and (2, 4), still form a positive semidefinite matrix; what is lost away from the steady state is that they depend on the lag alone.

```lean
/-- For the two-state chain that moves to state 1 and stays there, with all initial weight on state
0, the 2 by 2 Toeplitz matrix built from the values of `corr` at lags 0 and 1 for the observable
`(1, 2)` is not positive semidefinite. -/
theorem not_posSemidef_of_nonstationary :
    ¬ (correlationMatrix (!![0, 1; 0, 1] : Matrix (Fin 2) (Fin 2) ℝ)
      ![1, 0] ![1, 2] 2).PosSemidef := by
  intro h
  have h1 := h.dotProduct_mulVec_nonneg ![1, -1]
  norm_num [correlationMatrix, corr, average, lag, Matrix.mulVec, dotProduct,
    Fin.sum_univ_succ] at h1

end

end StationaryCorrelation
```

```lean
#print axioms StationaryCorrelation.correlationMatrix_posSemidef
-- 'StationaryCorrelation.correlationMatrix_posSemidef' depends on axioms: [propext, Classical.choice, Quot.sound]
#print axioms StationaryCorrelation.greenKubo_variance_nonneg
-- 'StationaryCorrelation.greenKubo_variance_nonneg' depends on axioms: [propext, Classical.choice, Quot.sound]
#print axioms StationaryCorrelation.not_posSemidef_of_nonstationary
-- 'StationaryCorrelation.not_posSemidef_of_nonstationary' depends on axioms: [propext, Classical.choice, Quot.sound]
```
